# Each classical Jacobi rotation multiplies the off-diagonal sum of squares by at most 1 − 2/(n(n−1))

Let A be a real symmetric n by n matrix with n ≥ 2, for example a real Hückel or Fock matrix in an orthonormal basis, whose eigenvalues are orbital energies. The classical Jacobi method looks for them by rotating two basis functions at a time, always the pair with the largest coupling, so that this coupling vanishes. Later rotations can bring it back, so progress is measured here over all couplings at once.

In the code a matrix has type `Matrix (Fin n) (Fin n) ℝ`, with indices running from 0 to n − 1.

```lean
import Mathlib

open Matrix Real

namespace ClassicalJacobi

noncomputable section

variable {n : ℕ}
```

The measure of progress is the sum of squares of all off-diagonal entries, each symmetric pair counted twice:

S(A) = Σ_{i≠j} A_ij²

Textbooks often write off(A) for the square root of this quantity; `offSq` is S itself.

```lean
/-- The off-diagonal sum of squares of a real matrix. -/
def offSq (A : Matrix (Fin n) (Fin n) ℝ) : ℝ :=
  ∑ i, ∑ j, if i = j then 0 else A i j ^ 2
```

## Rotating two coordinates

Write c = cos θ and s = sin θ. For distinct indices p and q, the rotation J is the identity except for

J_pp = c, J_pq = s, J_qp = −s, J_qq = c.

Some books use the opposite sign of θ.

```lean
/-- The rotation by the angle `θ` in the plane of two distinct coordinates `p` and `q`. -/
def planeRotation (p q : Fin n) (θ : ℝ) : Matrix (Fin n) (Fin n) ℝ :=
  Matrix.of fun i j =>
    if j = p then cos θ * (if i = p then 1 else 0) - sin θ * (if i = q then 1 else 0)
    else if j = q then sin θ * (if i = p then 1 else 0) + cos θ * (if i = q then 1 else 0)
    else if i = j then 1 else 0
```

In the rotated basis the matrix is B = Jᵀ A J.

```lean
/-- The matrix `A` transformed by a plane rotation `J`, that is `Jᵀ A J`. -/
def rotate (A : Matrix (Fin n) (Fin n) ℝ) (p q : Fin n) (θ : ℝ) : Matrix (Fin n) (Fin n) ℝ :=
  (planeRotation p q θ)ᵀ * A * planeRotation p q θ
```

A Jacobi step from A to B requires p ≠ q, |A_ij| ≤ |A_pq| for all i ≠ j, and B_pq = 0. The entry A_pq is called the pivot. Ties may be broken in any way, and any angle that annihilates the pivot is allowed. That S decreases is not part of the definition.

```lean
/-- One step of the classical Jacobi method: `B` arises from `A` by a plane rotation that
annihilates an off-diagonal entry of largest modulus. -/
def IsJacobiStep (A B : Matrix (Fin n) (Fin n) ℝ) : Prop :=
  ∃ p q : Fin n, ∃ θ : ℝ, p ≠ q ∧ (∀ i j, i ≠ j → |A i j| ≤ |A p q|) ∧
    B = rotate A p q θ ∧ B p q = 0
```

All columns of J except p and q are those of the identity, so multiplying a matrix M by J from the right can change only these two columns:

(MJ)_ip = c M_ip − s M_iq
(MJ)_iq = s M_ip + c M_iq

The proof expands the matrix product and treats the cases j = p, j = q and all other j separately.

```lean
/-- Multiplication by a plane rotation from the right mixes only the columns `p` and `q`. -/
lemma mul_planeRotation (M : Matrix (Fin n) (Fin n) ℝ) (p q : Fin n) (θ : ℝ) (i j : Fin n) :
    (M * planeRotation p q θ) i j =
      if j = p then cos θ * M i p - sin θ * M i q
      else if j = q then sin θ * M i p + cos θ * M i q else M i j := by
  rw [Matrix.mul_apply]
  split_ifs with h1 h2
  · simp [planeRotation, h1, mul_sub, Finset.sum_sub_distrib, mul_comm]
  · subst h2
    simp [planeRotation, h1, mul_add, Finset.sum_add_distrib, mul_comm]
  · simp [planeRotation, h1, h2]
```

Since (JᵀM)_ij = (MᵀJ)_ji, the same formulas hold for rows p and q under multiplication by Jᵀ from the left.

```lean
/-- Multiplication by a transposed plane rotation from the left mixes only the rows `p`
and `q`. -/
lemma transpose_planeRotation_mul (M : Matrix (Fin n) (Fin n) ℝ) (p q : Fin n) (θ : ℝ)
    (i j : Fin n) :
    ((planeRotation p q θ)ᵀ * M) i j =
      if i = p then cos θ * M p j - sin θ * M q j
      else if i = q then sin θ * M p j + cos θ * M q j else M i j := by
  have e : ((planeRotation p q θ)ᵀ * M) i j = (Mᵀ * planeRotation p q θ) j i := by
    simp only [Matrix.mul_apply, Matrix.transpose_apply]
    exact Finset.sum_congr rfl fun k _ => mul_comm _ _
  exact e.trans (mul_planeRotation Mᵀ p q θ j i)
```

Taking M = J gives the entries of JᵀJ in the pivot block:

(JᵀJ)_pp = c² + s² = 1
(JᵀJ)_pq = cs − sc = 0
(JᵀJ)_qq = s² + c² = 1

The remaining entries are those of the identity, so J is orthogonal. Lean goes through the same cases, using sin² θ + cos² θ = 1.

```lean
/-- A rotation in the plane of two distinct coordinates is an orthogonal matrix. -/
theorem planeRotation_orthogonal {p q : Fin n} (hpq : p ≠ q) (θ : ℝ) :
    (planeRotation p q θ)ᵀ * planeRotation p q θ = 1 := by
  have cs := sin_sq_add_cos_sq θ
  ext i j
  rw [transpose_planeRotation_mul]
  simp only [planeRotation, Matrix.of_apply, Matrix.one_apply]
  split_ifs <;> grind
```

## What a rotation does to S

The full sum of squares is a trace, tr(AAᵀ) = Σ_ij A_ij². Removing the diagonal leaves

S(A) = tr(AAᵀ) − Σ_i A_ii².

```lean
/-- The off-diagonal sum of squares is the full sum of squares less that of the diagonal. -/
lemma offSq_eq (A : Matrix (Fin n) (Fin n) ℝ) :
    offSq A = (A * Aᵀ).trace - ∑ i, A i i ^ 2 := by
  have h : ∀ i j, (if i = j then 0 else A i j ^ 2)
      = A i j ^ 2 - (if i = j then A i j ^ 2 else 0) := by
    intro i j
    split_ifs <;> ring
  simp only [offSq, h, Finset.sum_sub_distrib, Finset.sum_ite_eq, Finset.mem_univ, if_true,
    Matrix.trace, Matrix.diag_apply, Matrix.mul_apply, Matrix.transpose_apply]
  simp only [pow_two]
```

For the new pivot entry, transform the rows first and then the columns:

B_pq = s(c A_pp − s A_qp) + c(c A_pq − s A_qq)

With A_qp = A_pq this becomes

B_pq = cs(A_pp − A_qq) + (c² − s²)A_pq.

```lean
/-- For a symmetric matrix and distinct `p` and `q`, the entry at `(p, q)` after the rotation, as a
function of the angle. -/
theorem rotate_pivot {A : Matrix (Fin n) (Fin n) ℝ} (hA : A.IsSymm) {p q : Fin n}
    (hpq : p ≠ q) (θ : ℝ) :
    rotate A p q θ p q =
      cos θ * sin θ * (A p p - A q q) + (cos θ ^ 2 - sin θ ^ 2) * A p q := by
  have hz : A q p = A p q := hA.apply p q
  simp only [rotate, mul_planeRotation, transpose_planeRotation_mul, hpq.symm, ↓reduceIte, hz]
  ring
```

The change in S now follows for any angle. First, JJᵀ = 1 and the cyclic property of the trace give

tr(BBᵀ) = tr(JᵀA JJᵀ AᵀJ) = tr(AAᵀ).

Second, B_ii = A_ii unless i is p or q, and

B_pp = c²A_pp − 2cs A_pq + s²A_qq
B_qq = s²A_pp + 2cs A_pq + c²A_qq.

Third, these two entries have the same sum as before, B_pp + B_qq = A_pp + A_qq, while

B_pp − B_qq = cos 2θ (A_pp − A_qq) − sin 2θ (2A_pq)
2B_pq = sin 2θ (A_pp − A_qq) + cos 2θ (2A_pq).

The last two lines rotate a plane vector by 2θ, so its squared length is conserved. Adding the square of the conserved sum and halving gives

B_pp² + B_qq² + 2B_pq² = A_pp² + A_qq² + 2A_pq².

Subtracting the diagonal from the conserved full sum yields

S(B) = S(A) − 2A_pq² + 2B_pq².

In the proof, `ht` is the conserved trace, `hd` the change of the diagonal and `hb` the block identity. Lean obtains `hb` from c² + s² = 1 by polynomial algebra, without double angles.

```lean
/-- Rotating a symmetric matrix in the plane of two distinct coordinates, by any angle, changes
the off-diagonal sum of squares by twice the change of the squared pivot entry. -/
theorem offSq_rotate {A : Matrix (Fin n) (Fin n) ℝ} (hA : A.IsSymm) {p q : Fin n}
    (hpq : p ≠ q) (θ : ℝ) :
    offSq (rotate A p q θ) = offSq A - 2 * A p q ^ 2 + 2 * rotate A p q θ p q ^ 2 := by
  have hJ : planeRotation p q θ * (planeRotation p q θ)ᵀ = 1 :=
    mul_eq_one_comm.mp (planeRotation_orthogonal hpq θ)
  -- the full sum of squares is conserved
  have ht : (rotate A p q θ * (rotate A p q θ)ᵀ).trace = (A * Aᵀ).trace := by
    calc _ = ((planeRotation p q θ)ᵀ * (A * (planeRotation p q θ * (planeRotation p q θ)ᵀ)
            * Aᵀ * planeRotation p q θ)).trace := by
          simp only [rotate, Matrix.transpose_mul, Matrix.transpose_transpose, Matrix.mul_assoc]
      _ = _ := by
          rw [hJ, Matrix.mul_one, Matrix.trace_mul_comm, Matrix.mul_assoc, hJ, Matrix.mul_one]
  -- only two diagonal entries change
  have hd : ∑ i, (rotate A p q θ i i ^ 2 - A i i ^ 2) =
      (rotate A p q θ p p ^ 2 - A p p ^ 2) + (rotate A p q θ q q ^ 2 - A q q ^ 2) :=
    Fintype.sum_eq_add p q hpq fun i hi => by
      simp [rotate, mul_planeRotation, transpose_planeRotation_mul, hi.1, hi.2]
  rw [Finset.sum_sub_distrib] at hd
  have hz : A q p = A p q := hA.apply p q
  have hpp : rotate A p q θ p p =
      cos θ ^ 2 * A p p - 2 * cos θ * sin θ * A p q + sin θ ^ 2 * A q q := by
    simp only [rotate, mul_planeRotation, transpose_planeRotation_mul, ↓reduceIte, hz]
    ring
  have hqq : rotate A p q θ q q =
      sin θ ^ 2 * A p p + 2 * cos θ * sin θ * A p q + cos θ ^ 2 * A q q := by
    simp only [rotate, mul_planeRotation, transpose_planeRotation_mul, hpq.symm, ↓reduceIte, hz]
    ring
  -- the pivot block conserves its own sum of squares
  have hb : rotate A p q θ p p ^ 2 + rotate A p q θ q q ^ 2 + 2 * rotate A p q θ p q ^ 2 =
      A p p ^ 2 + A q q ^ 2 + 2 * A p q ^ 2 := by
    rw [hpp, hqq, rotate_pivot hA hpq]
    linear_combination (sin θ ^ 2 + cos θ ^ 2 + 1) *
      (A p p ^ 2 + A q q ^ 2 + 2 * A p q ^ 2) * sin_sq_add_cos_sq θ
  rw [offSq_eq, offSq_eq, ht]
  linarith
```

If the rotation annihilates the pivot, then B_pq = 0 and S drops by exactly 2A_pq².

## An annihilating angle exists

For n ≥ 2 there is at least one off-diagonal place, and among finitely many entries one has the largest modulus. With that pivot fixed, B_pq is a continuous function of θ that equals A_pq at θ = 0 and −A_pq at θ = π/2. By the intermediate value theorem it vanishes somewhere. Every symmetric matrix of this size therefore admits a step, and since the result is again symmetric, the process can go on.

```lean
/-- Every real symmetric matrix of dimension at least two admits a Jacobi step. -/
theorem exists_jacobiStep (hn : 2 ≤ n) {A : Matrix (Fin n) (Fin n) ℝ} (hA : A.IsSymm) :
    ∃ B, IsJacobiStep A B := by
  have hne : (Finset.univ : Finset (Fin n)).offDiag.Nonempty :=
    ⟨(⟨0, by omega⟩, ⟨1, by omega⟩), by simp⟩
  obtain ⟨⟨p, q⟩, hm, hmax⟩ := Finset.exists_max_image _ (fun x => |A x.1 x.2|) hne
  have hpq : p ≠ q := (Finset.mem_offDiag.mp hm).2.2
  -- the rotated pivot changes sign between the angles 0 and π / 2
  have hc : Continuous fun θ : ℝ =>
      cos θ * sin θ * (A p p - A q q) + (cos θ ^ 2 - sin θ ^ 2) * A p q := by fun_prop
  have hr : (0 : ℝ) ∈ Set.range fun θ : ℝ =>
      cos θ * sin θ * (A p p - A q q) + (cos θ ^ 2 - sin θ ^ 2) * A p q := by
    rcases le_total (A p q) 0 with h | h
    · exact mem_range_of_exists_le_of_exists_ge hc ⟨0, by simpa using h⟩ ⟨π / 2, by simpa using h⟩
    · exact mem_range_of_exists_le_of_exists_ge hc ⟨π / 2, by simpa using h⟩ ⟨0, by simpa using h⟩
  obtain ⟨θ, hθ⟩ := hr
  exact ⟨rotate A p q θ, p, q, θ, hpq,
    fun i j hij => hmax (i, j) (Finset.mem_offDiag.mpr ⟨Finset.mem_univ _, Finset.mem_univ _, hij⟩),
    rfl, (rotate_pivot hA hpq θ).trans hθ⟩
```

## From one step to k steps

There are n² − n = n(n−1) off-diagonal places, so a constant x summed over them gives n(n−1)x.

```lean
/-- A constant summed over all off-diagonal places gives `n (n - 1)` times that constant. -/
lemma sum_offDiag_const (x : ℝ) :
    (∑ i : Fin n, ∑ j : Fin n, if i = j then 0 else x) = (n : ℝ) * (n - 1) * x := by
  have h : ∀ i j : Fin n, (if i = j then 0 else x) = x - (if i = j then x else 0) := by
    intro i j
    split_ifs <;> ring
  simp only [h, Finset.sum_sub_distrib, Finset.sum_ite_eq, Finset.mem_univ, if_true,
    Finset.sum_const, Finset.card_univ, Fintype.card_fin, nsmul_eq_mul]
  ring
```

None of the squared off-diagonal entries exceeds A_pq². Hence S(A) ≤ n(n−1)A_pq², and an annihilating step gives

S(B) = S(A) − 2A_pq² ≤ (1 − 2/(n(n−1))) S(A).

The final theorem takes a sequence of matrices A_0, A_1, …, written `A 0`, `A 1` and so on. It assumes that A_0 is symmetric (`h0`) and that each matrix follows from the one before by a Jacobi step (`hstep`). For every k it concludes

S(A_k) ≤ (1 − 2/(n(n−1)))^k S(A_0).

No separate assumption n ≥ 2 appears, because a step already needs two distinct indices. For n = 2 the factor is zero: a single rotation diagonalises the matrix.

The proof first shows that symmetry persists, since (JᵀAJ)ᵀ = JᵀAᵀJ = JᵀAJ. It then proceeds by induction on k. Here `hdrop` is the exact drop in S and `hmean` the comparison of the largest squared entry with the mean. The factor is nonnegative because n(n−1) ≥ 2, so the bound for k may be multiplied by it to give the bound for k + 1.

```lean
/-- A geometric bound for the classical Jacobi method: started from a real symmetric matrix, after
`k` steps the off-diagonal sum of squares is at most `(1 - 2 / (n (n - 1))) ^ k` times its initial
value. -/
theorem jacobi_convergence (A : ℕ → Matrix (Fin n) (Fin n) ℝ) (h0 : (A 0).IsSymm)
    (hstep : ∀ k, IsJacobiStep (A k) (A (k + 1))) (k : ℕ) :
    offSq (A k) ≤ (1 - 2 / ((n : ℝ) * (n - 1))) ^ k * offSq (A 0) := by
  have hsymm : ∀ k, (A k).IsSymm := by
    intro k
    induction k with
    | zero => exact h0
    | succ k ih =>
      obtain ⟨p, q, θ, -, -, hB, -⟩ := hstep k
      rw [hB]
      unfold Matrix.IsSymm rotate
      rw [Matrix.transpose_mul, Matrix.transpose_mul, Matrix.transpose_transpose, ih.eq,
        Matrix.mul_assoc]
  induction k with
  | zero => simp
  | succ k ih =>
    obtain ⟨p, q, θ, hpq, hmax, hB, hz⟩ := hstep k
    have hdrop := offSq_rotate (hsymm k) hpq θ
    rw [← hB, hz] at hdrop
    -- the largest squared entry is at least the mean
    have hle : offSq (A k) ≤ (n : ℝ) * (n - 1) * A k p q ^ 2 := by
      rw [← sum_offDiag_const]
      refine Finset.sum_le_sum fun i _ => Finset.sum_le_sum fun j _ => ?_
      split_ifs with hij
      · exact le_rfl
      · exact sq_le_sq.mpr (hmax i j hij)
    -- two distinct indices need dimension at least two
    have hn : (2 : ℝ) ≤ n := by
      have h1 := p.isLt
      have h2 := q.isLt
      have h3 : p.val ≠ q.val := fun h => hpq (Fin.ext h)
      exact_mod_cast (by omega : 2 ≤ n)
    have hN : (2 : ℝ) ≤ (n : ℝ) * (n - 1) := by nlinarith
    have hN0 : (0 : ℝ) < (n : ℝ) * (n - 1) := by linarith
    have hmean : offSq (A k) / ((n : ℝ) * (n - 1)) ≤ A k p q ^ 2 := by
      rw [div_le_iff₀ hN0]
      linarith
    have hq : 0 ≤ 1 - 2 / ((n : ℝ) * (n - 1)) := by
      have := (div_le_one hN0).mpr hN
      linarith
    calc offSq (A (k + 1))
        ≤ offSq (A k) - 2 * (offSq (A k) / ((n : ℝ) * (n - 1))) := by linarith
      _ = (1 - 2 / ((n : ℝ) * (n - 1))) * offSq (A k) := by ring
      _ ≤ (1 - 2 / ((n : ℝ) * (n - 1))) *
            ((1 - 2 / ((n : ℝ) * (n - 1))) ^ k * offSq (A 0)) :=
          mul_le_mul_of_nonneg_left ih hq
      _ = _ := by ring


end

end ClassicalJacobi
```

```lean
#print axioms ClassicalJacobi.exists_jacobiStep
-- 'ClassicalJacobi.exists_jacobiStep' depends on axioms: [propext, Classical.choice, Quot.sound]
#print axioms ClassicalJacobi.jacobi_convergence
-- 'ClassicalJacobi.jacobi_convergence' depends on axioms: [propext, Classical.choice, Quot.sound]
```

Despite its name, `jacobi_convergence` concerns only S, which it forces to zero. To conclude that the diagonal entries, taken in increasing order, approach the eigenvalues in the same order, one adds a standard perturbation bound for symmetric matrices. The entries are real numbers, so the step to a computer run, where every rotation is rounded, is left open. The theorem also covers only largest-pivot rotations, not sweeps that visit the pairs in a fixed order.

## Two rotations for the allyl π system

In a program the angle comes from setting B_pq = 0, which for A_pp ≠ A_qq reads

tan 2θ = 2A_pq/(A_qq − A_pp).

For equal diagonal entries θ = π/4 serves. Only rows and columns p and q need updating, and the product of the rotations accumulates the approximate eigenvectors.

Take the Hückel matrix of allyl, with energies measured from α in units of β:

A = [[0, 1, 0], [1, 0, 1], [0, 1, 0]], S(A) = 4.

Choose p = 0, q = 1 and θ = π/4. The new diagonal is (−1, 1, 0), the pivot is gone, and the terminal atom with index 2 now couples to the two rotated orbitals by −1/√2 and 1/√2. Thus S = 2, below the guaranteed 4 · 2/3 = 8/3. The next pivot has square 1/2, so the second rotation lowers S to 1, where the bound is 16/9.

## A pivot chosen without regard to size

Suppose that any off-diagonal entry may serve as pivot. Take n = 3 with A_01 = A_10 = 1 and all other entries zero, and choose the pivot A_02 = 0 with θ = 0 at every step. The pivot is annihilated each time, yet the matrix never changes. S stays at 2, while the bound would require 2 · (2/3)^k. A pivot rule that gives this bound must therefore at least prevent the endless choice of zero pivots while another off-diagonal entry is nonzero.
